# Electrostatic surface modes of a foil in vacuum and their Drude frequencies

A foil \(0<z<d\) of permittivity \(\varepsilon\) in vacuum supports a non-zero electrostatic surface mode of in-plane wave number \(q>0\), with potential obeying Laplace's equation inside and decaying exponentially outside, exactly when
\[
(\varepsilon+1)^2=(\varepsilon-1)^2e^{-2qd}.
\]
For an undamped Drude metal, \(\varepsilon=1-\omega_p^2/\omega^2\) with plasma frequency \(\omega_p>0\), this means
\[
\omega^2=\tfrac12\omega_p^2\left(1\pm e^{-qd}\right).
\]

## Coupled charge oscillations on two faces

With neither retardation nor external charge, and with the response of the metal's electrons contained in \(\varepsilon\), the potential in each uniform region with non-zero permittivity obeys Laplace's equation. At \(\varepsilon=0\) the displacement inside the foil vanishes for any potential, which allows bulk plasmons; they are left out here by assuming Laplace's equation in that case too. A factor \(e^{iqx}\) along the foil then leaves growing and decaying exponentials in \(z\), of which only the one decaying away from the foil is kept on each outer side:
\[
\phi=\begin{cases}Ae^{qz}, & z<0,\\ Be^{qz}+Ce^{-qz}, & 0<z<d,\\ De^{-qz}, & z>d.\end{cases}
\]
At each face, \(\phi\) and the normal displacement, proportional to \(\varepsilon\,\phi'\), are continuous. In this local, non-retarded and undamped model, the resulting frequencies indicate where surface losses of a thin metal foil lie in electron energy-loss spectra.

## From matching conditions to frequencies

Write \(t=e^{-qd}\). After division by \(q\), the conditions at \(z=0\) are
\[
A=B+C,\qquad A=\varepsilon(B-C),
\]
and those at \(z=d\) are
\[
Bt^{-1}+Ct=Dt,\qquad \varepsilon(Bt^{-1}-Ct)=-Dt.
\]
Eliminating \(A\) and \(D\) gives
\[
(\varepsilon-1)B=(\varepsilon+1)C,\qquad(\varepsilon+1)B=(\varepsilon-1)t^2C.
\]
Multiply the second equation by \(\varepsilon+1\) and insert the first: \([(\varepsilon+1)^2-(\varepsilon-1)^2t^2]B=0\). Multiplying the second by \(\varepsilon-1\) and the first by \(\varepsilon+1\) gives the same equation for \(C\). If the bracket is non-zero, then \(B=C=0\), and hence \(A=D=0\).

If the bracket vanishes, it factors into \(\varepsilon+1=s(\varepsilon-1)t\) with \(s=\pm1\). A mode is then
\[
C=1,\quad B=st,\quad A=1+st,\quad D=1+st^{-1}.
\]
Its potential inside the foil is multiplied by \(s\) under the reflection \(z\to d-z\).

The Drude relation \(\omega^2\varepsilon=\omega^2-\omega_p^2\) gives \(\omega^2(\varepsilon+1)=2\omega^2-\omega_p^2\) and \(\omega^2(\varepsilon-1)=-\omega_p^2\). Since \(\omega_p\ne0\), it also forces \(\omega\ne0\), so the dispersion relation may be multiplied by \(\omega^4\):
\[
(2\omega^2-\omega_p^2)^2=\omega_p^4t^2.
\]
Taking both roots gives the two frequencies. A sign is readily lost here: because \(\omega^2(\varepsilon-1)=-\omega_p^2\) is negative, the even potential, \(s=+1\), belongs to the lower value \(\omega_p^2(1-t)/2\), not to the upper one.

For \(d>0\) we have \(0<t<1\), so the two squared frequencies lie strictly on either side of \(\omega_p^2/2\), between \(0\) and \(\omega_p^2\).

## What the Lean statements say

`wave k A` is the profile \(Ae^{kz}\), with real \(k\) and complex amplitude, and `slabPotential` is the sum inside the foil. `IsFoilMode` states the four matching conditions using actual derivatives. Each profile is defined on the whole line, so its ordinary derivative at a face supplies the required one-sided value.

`foil_dispersion` requires at least one non-zero amplitude; without that requirement, the zero potential would satisfy the conditions for every \(\varepsilon\). The permittivity may be complex. The algebra holds for every real `d`, though a foil has \(d>0\), which `mode_splitting` assumes.

`IsDrude` is the relation above with complex \(\omega\). The constant \(\omega_p\), which depends on the free-electron density, is given, not derived. The exponential profiles are likewise assumed, not obtained from Laplace's equation. Bulk plasmons, damping in the Drude relation, spatial dispersion and loss probabilities are not treated.

```lean
import Mathlib

open Complex

namespace RitchieFoil

noncomputable section

/-- The potential profile `A exp(kz)` across the foil, with complex amplitude `A`. -/
def wave (k : ℝ) (A : ℂ) (z : ℝ) : ℂ := A * (Real.exp (k * z) : ℂ)

/-- The potential `B exp(qz) + C exp(-qz)` inside the foil. -/
def slabPotential (q : ℝ) (B C : ℂ) (z : ℝ) : ℂ := wave q B z + wave (-q) C z

/-- Matching conditions for a foil `0 < z < d` of permittivity `ε` in vacuum: the potential and
the permittivity times its derivative are continuous at both faces. -/
def IsFoilMode (q d : ℝ) (ε A B C D : ℂ) : Prop :=
  wave q A 0 = slabPotential q B C 0 ∧
  deriv (wave q A) 0 = ε * deriv (slabPotential q B C) 0 ∧
  slabPotential q B C d = wave (-q) D d ∧
  ε * deriv (slabPotential q B C) d = deriv (wave (-q) D) d

/-- The Drude relation `ω² ε = ω² - ωp²` between permittivity and (complex) frequency. -/
def IsDrude (ωp : ℝ) (ω ε : ℂ) : Prop := ω ^ 2 * ε = ω ^ 2 - (ωp : ℂ) ^ 2

/-- The derivative of an exponential potential profile is `k` times the profile. -/
theorem wave_hasDerivAt (k : ℝ) (A : ℂ) (z : ℝ) :
    HasDerivAt (wave k A) ((k : ℂ) * wave k A z) z := by
  have h0 : HasDerivAt (fun x : ℝ => k * x) k z := by
    simpa using (hasDerivAt_id' z).const_mul k
  have h1 := (h0.exp.ofReal_comp).const_mul A
  refine HasDerivAt.congr_deriv h1 ?_
  simp only [wave, Complex.ofReal_mul]
  ring

/-- The derivative of the potential inside the foil. -/
theorem slab_hasDerivAt (q : ℝ) (B C : ℂ) (z : ℝ) :
    HasDerivAt (slabPotential q B C) ((q : ℂ) * (wave q B z - wave (-q) C z)) z := by
  have h := (wave_hasDerivAt q B z).fun_add (wave_hasDerivAt (-q) C z)
  refine HasDerivAt.congr_deriv h ?_
  rw [Complex.ofReal_neg]
  ring

/-- The matching conditions written as four linear equations for the amplitudes. -/
theorem isFoilMode_iff {q : ℝ} (hq : 0 < q) (d : ℝ) (ε A B C D : ℂ) :
    IsFoilMode q d ε A B C D ↔
      A = B + C ∧ D * (Real.exp (-q * d) : ℂ) ^ 2 = B + C * (Real.exp (-q * d) : ℂ) ^ 2 ∧
      (ε - 1) * B = (ε + 1) * C ∧
      (ε + 1) * B = (ε - 1) * C * (Real.exp (-q * d) : ℂ) ^ 2 := by
  have hq' : (q : ℂ) ≠ 0 := Complex.ofReal_ne_zero.mpr hq.ne'
  have h0 : ∀ (k : ℝ) (X : ℂ), wave k X 0 = X := by
    intro k X
    simp [wave]
  have hE : (Real.exp (q * d) : ℂ) * (Real.exp (-q * d) : ℂ) = 1 := by
    rw [← Complex.ofReal_mul, ← Real.exp_add]
    simp
  unfold IsFoilMode
  rw [(wave_hasDerivAt q A 0).deriv, (slab_hasDerivAt q B C 0).deriv,
    (slab_hasDerivAt q B C d).deriv, (wave_hasDerivAt (-q) D d).deriv]
  simp only [slabPotential, h0]
  simp only [wave, Complex.ofReal_neg]
  generalize (Real.exp (q * d) : ℂ) = E at hE ⊢
  generalize (Real.exp (-q * d) : ℂ) = t at hE ⊢
  constructor
  · rintro ⟨h1, h2, h3, h4⟩
    -- the common factor q drops out of the displacement conditions
    have h2' : A = ε * (B - C) := mul_left_cancel₀ hq' (by linear_combination h2)
    have h4' : ε * (B * E - C * t) = -(D * t) :=
      mul_left_cancel₀ hq' (by linear_combination h4)
    refine ⟨h1, ?_, ?_, ?_⟩
    · linear_combination (-t) * h3 + B * hE
    · linear_combination h1 - h2'
    · linear_combination t * h3 + t * h4' - (ε + 1) * B * hE
  · rintro ⟨g1, g2, g3, g4⟩
    have h3 : B * E + C * t = D * t := by
      linear_combination (-E) * g2 + (D * t - C * t) * hE
    refine ⟨g1, ?_, h3, ?_⟩
    · linear_combination (q : ℂ) * g1 - (q : ℂ) * g3
    · linear_combination (q : ℂ) * E * g4 + (q : ℂ) * (ε - 1) * C * t * hE - (q : ℂ) * h3

/-- An explicit foil mode for each sign `s` with `ε + 1 = s (ε - 1) exp(-qd)`. -/
theorem explicit_mode {q : ℝ} (hq : 0 < q) (d : ℝ) {ε s : ℂ} (hs : s ^ 2 = 1)
    (h : ε + 1 = s * (ε - 1) * (Real.exp (-q * d) : ℂ)) :
    IsFoilMode q d ε (s * (Real.exp (-q * d) : ℂ) + 1) (s * (Real.exp (-q * d) : ℂ)) 1
      (1 + s * (Real.exp (q * d) : ℂ)) := by
  have hE : (Real.exp (q * d) : ℂ) * (Real.exp (-q * d) : ℂ) = 1 := by
    rw [← Complex.ofReal_mul, ← Real.exp_add]
    simp
  rw [isFoilMode_iff hq]
  generalize (Real.exp (q * d) : ℂ) = E at hE ⊢
  generalize (Real.exp (-q * d) : ℂ) = t at hE h ⊢
  refine ⟨rfl, ?_, ?_, ?_⟩
  · linear_combination s * t * hE
  · linear_combination -h
  · linear_combination s * t * h + (ε - 1) * t ^ 2 * hs

/-- Foil dispersion relation: a mode with a non-zero amplitude exists exactly when
`(ε + 1)² = (ε - 1)² exp(-2qd)`. -/
theorem foil_dispersion {q : ℝ} (hq : 0 < q) (d : ℝ) (ε : ℂ) :
    (∃ A B C D : ℂ, ¬(A = 0 ∧ B = 0 ∧ C = 0 ∧ D = 0) ∧ IsFoilMode q d ε A B C D) ↔
      (ε + 1) ^ 2 = (ε - 1) ^ 2 * (Real.exp (-2 * q * d) : ℂ) := by
  have h2 : Real.exp (-2 * q * d) = Real.exp (-q * d) ^ 2 := by
    rw [sq, ← Real.exp_add]
    congr 1
    ring
  rw [h2, Complex.ofReal_pow]
  constructor
  · rintro ⟨A, B, C, D, hne, hm⟩
    obtain ⟨g1, g2, g3, g4⟩ := (isFoilMode_iff hq d ε A B C D).mp hm
    have ht : (Real.exp (-q * d) : ℂ) ^ 2 ≠ 0 :=
      pow_ne_zero 2 (Complex.ofReal_ne_zero.mpr (Real.exp_pos _).ne')
    by_contra hdet
    have hdet' := sub_ne_zero.mpr hdet
    -- the determinant multiplies each inner amplitude to zero
    have hB : B = 0 := (mul_eq_zero.mp (by
      linear_combination (ε + 1) * g4 - (ε - 1) * (Real.exp (-q * d) : ℂ) ^ 2 * g3)).resolve_left
      hdet'
    have hC : C = 0 := (mul_eq_zero.mp (by
      linear_combination (ε - 1) * g4 - (ε + 1) * g3)).resolve_left hdet'
    subst hB hC
    exact hne ⟨by linear_combination g1, rfl, rfl,
      (mul_eq_zero.mp (by linear_combination g2)).resolve_right ht⟩
  · intro h
    have hf : (ε + 1 - (ε - 1) * (Real.exp (-q * d) : ℂ)) *
        (ε + 1 + (ε - 1) * (Real.exp (-q * d) : ℂ)) = 0 := by linear_combination h
    rcases mul_eq_zero.mp hf with h | h
    · exact ⟨_, _, _, _, fun h0 => one_ne_zero h0.2.2.1,
        explicit_mode hq d (s := 1) (by norm_num) (by linear_combination h)⟩
    · exact ⟨_, _, _, _, fun h0 => one_ne_zero h0.2.2.1,
        explicit_mode hq d (s := -1) (by norm_num) (by linear_combination h)⟩

/-- For a Drude foil at the complex frequency `ω`, the conditions `IsFoilMode` have a solution with
a non-zero amplitude exactly when `ω² = ωp² (1 - exp(-qd)) / 2` or `ω² = ωp² (1 + exp(-qd)) / 2`. -/
theorem drude_foil_modes {q ωp : ℝ} (hq : 0 < q) (hp : 0 < ωp) (d : ℝ) {ω ε : ℂ}
    (hε : IsDrude ωp ω ε) :
    (∃ A B C D : ℂ, ¬(A = 0 ∧ B = 0 ∧ C = 0 ∧ D = 0) ∧ IsFoilMode q d ε A B C D) ↔
      ω ^ 2 = (ωp : ℂ) ^ 2 * (1 - (Real.exp (-q * d) : ℂ)) / 2 ∨
      ω ^ 2 = (ωp : ℂ) ^ 2 * (1 + (Real.exp (-q * d) : ℂ)) / 2 := by
  have h2 : Real.exp (-2 * q * d) = Real.exp (-q * d) ^ 2 := by
    rw [sq, ← Real.exp_add]
    congr 1
    ring
  rw [foil_dispersion hq, h2, Complex.ofReal_pow]
  unfold IsDrude at hε
  have hP : (ωp : ℂ) ^ 2 ≠ 0 := pow_ne_zero 2 (Complex.ofReal_ne_zero.mpr hp.ne')
  generalize (Real.exp (-q * d) : ℂ) = t
  generalize (ωp : ℂ) ^ 2 = P at hε hP ⊢
  generalize ω ^ 2 = W at hε ⊢
  have hW : W ≠ 0 := fun h0 => hP (by linear_combination (1 - ε) * h0 + hε)
  -- the Drude relation turns both permittivity factors into frequencies
  have a : W * (ε + 1) = 2 * W - P := by linear_combination hε
  have b : W * (ε - 1) = -P := by linear_combination hε
  constructor
  · intro h
    have hf : (2 * W - P - P * t) * (2 * W - P + P * t) = 0 := by
      linear_combination W ^ 2 * h - (W * (ε + 1) + 2 * W - P) * a
        + (W * (ε - 1) - P) * t ^ 2 * b
    rcases mul_eq_zero.mp hf with h | h
    · right
      linear_combination h / 2
    · left
      linear_combination h / 2
  · intro h
    have hf : (2 * W - P - P * t) * (2 * W - P + P * t) = 0 := by
      rcases h with h | h
      · linear_combination 2 * (2 * W - P - P * t) * h
      · linear_combination 2 * (2 * W - P + P * t) * h
    exact mul_left_cancel₀ (pow_ne_zero 2 hW) (by
      linear_combination hf + (W * (ε + 1) + 2 * W - P) * a - (W * (ε - 1) - P) * t ^ 2 * b)

/-- At positive thickness and wave number the two squared mode frequencies lie strictly on either
side of `ωp² / 2`, between `0` and `ωp²`. -/
theorem mode_splitting {q d ωp : ℝ} (hq : 0 < q) (hd : 0 < d) (hp : 0 < ωp) :
    0 < ωp ^ 2 * (1 - Real.exp (-q * d)) / 2 ∧
    ωp ^ 2 * (1 - Real.exp (-q * d)) / 2 < ωp ^ 2 / 2 ∧
    ωp ^ 2 / 2 < ωp ^ 2 * (1 + Real.exp (-q * d)) / 2 ∧
    ωp ^ 2 * (1 + Real.exp (-q * d)) / 2 < ωp ^ 2 := by
  have ht1 : Real.exp (-q * d) < 1 :=
    Real.exp_lt_one_iff.mpr (by nlinarith [mul_pos hq hd])
  have hw : 0 < ωp ^ 2 := by positivity
  have h1 := mul_pos hw (Real.exp_pos (-q * d))
  have h2 := mul_pos hw (sub_pos.mpr ht1)
  refine ⟨?_, ?_, ?_, ?_⟩ <;> nlinarith

end

end RitchieFoil
```

```lean
#print axioms RitchieFoil.drude_foil_modes
#print axioms RitchieFoil.mode_splitting
```

```
'RitchieFoil.drude_foil_modes' depends on axioms: [propext, Classical.choice, Quot.sound]
'RitchieFoil.mode_splitting' depends on axioms: [propext, Classical.choice, Quot.sound]
```

## How the proof follows the algebra

`wave_hasDerivAt` and `slab_hasDerivAt` compute the derivatives. `isFoilMode_iff` inserts them and proves the matching conditions equivalent to four linear equations. It replaces the exponentials by symbols `E` and `t` with \(Et=1\), and cancels \(q\) with `mul_left_cancel₀`; `linear_combination` checks the eliminations.

`explicit_mode` verifies the amplitudes given above for either sign. In `foil_dispersion`, the forward direction supposes that the bracket is non-zero and derives that all amplitudes vanish, a contradiction. The reverse direction factors the relation and uses the explicit mode for the corresponding sign.

`drude_foil_modes` writes `W` for \(\omega^2\) and `P` for \(\omega_p^2\). Its facts `a` and `b` are the two Drude identities, and the product `hf` is the factored frequency equation. Finally, `mode_splitting` obtains \(0<t<1\) from \(qd>0\) and leaves the four inequalities to `nlinarith`.
